# An error bound for energy denominators replaced by exponential sums

Let a finite sum of exponentials reproduce $1/x$ on $[1,R]$ to within $\varepsilon$. If it is used, suitably rescaled, in place of the reciprocal of every energy denominator in a sum over double excitations, and all these denominators lie between $A>0$ and $RA$, then the sum changes by at most $\varepsilon/A$ times the summed magnitudes of the numerators.

Such sums arise in second-order Møller–Plesset theory (MP2). With canonical orbitals the first-order equation for the double excitations is diagonal, and solving it means dividing by an orbital-energy difference. That denominator ties four orbitals together, whereas an exponential of it splits into one factor per orbital. The bound applies to finite orbital sets with real energies and real numerators, and it takes the accuracy of the exponential sum as given.

## Denominators, exponentials and integrals

The finite types `O` and `V` label occupied and virtual orbitals, `Q` the exponentials and `P` the auxiliary functions. Any of them may be empty.

```lean
import Mathlib

open Finset

namespace LaplaceDenominators

noncomputable section

variable {Q O V P : Type*} [Fintype Q] [Fintype O] [Fintype V] [Fintype P]
```

For real weights $w_q$ and exponents $t_q$, write $S(x)=\sum_q w_q e^{-t_q x}$. No signs are prescribed for $w_q$ or $t_q$.

```lean
/-- The exponential sum with weights `w` and exponents `t`, evaluated at `x`. -/
def expSum (w t : Q → ℝ) (x : ℝ) : ℝ := ∑ q, w q * Real.exp (-t q * x)
```

The accuracy assumption is a uniform bound on the interval. Here `eps` is the error $\varepsilon$, not an orbital energy.

```lean
/-- The exponential sum reproduces `1/x` on the interval `[1, R]` to within `eps`. -/
def IsQuadrature (w t : Q → ℝ) (R eps : ℝ) : Prop :=
  ∀ x, 1 ≤ x → x ≤ R → |1 / x - expSum w t x| ≤ eps
```

Orbital energies are $e_i$ (`eo i`) and $e_a$ (`ev a`). The function called `gap` is the full denominator $D_{ijab}=e_a+e_b-e_i-e_j$, not the HOMO–LUMO gap.

```lean
/-- The energy denominator of the double excitation from orbitals `i, j` to `a, b`. -/
def gap (eo : O → ℝ) (ev : V → ℝ) (i j : O) (a b : V) : ℝ :=
  ev a + ev b - eo i - eo j
```

The exact sum is $E=\sum_{ijab}c_{ijab}/D_{ijab}$, with arbitrary real numerators $c_{ijab}$.

```lean
/-- The sum of the numerators `c`, each divided by its energy denominator, for nonzero denominators.
-/
def exactSum (eo : O → ℝ) (ev : V → ℝ) (c : O → O → V → V → ℝ) : ℝ :=
  ∑ i, ∑ j, ∑ a, ∑ b, c i j a b / gap eo ev i j a b
```

The factorized sum $F$, with an energy scale $A\ne0$, has the exponential index outermost and four separate orbital factors in each term.

```lean
/-- The factorized sum, in which each orbital carries its own exponential factor;
the energy scale `A` is nonzero. -/
def factorizedSum (w t : Q → ℝ) (A : ℝ) (eo : O → ℝ) (ev : V → ℝ)
    (c : O → O → V → V → ℝ) : ℝ :=
  ∑ q, ∑ i, ∑ j, ∑ a, ∑ b, c i j a b * (w q / A) *
    Real.exp (-t q * ev a / A) * Real.exp (-t q * ev b / A) *
    Real.exp (t q * eo i / A) * Real.exp (t q * eo j / A)
```

Two-electron integrals are assembled from real three-index factors, $(ia|jb)=\sum_p B_{p,ia}B_{p,jb}$, as in density fitting.

```lean
/-- The two-electron integral `(ia|jb)` assembled from real three-index factors. -/
def eri (B : P → O → V → ℝ) (i : O) (a : V) (j : O) (b : V) : ℝ :=
  ∑ p, B p i a * B p j b
```

For an exponent $s$, the dressed matrix is $M_{pr}(s)=\sum_{ia}B_{p,ia}B_{r,ia}\,e^{-s e_a/A}e^{s e_i/A}$.

```lean
/-- The matrix over auxiliary functions obtained by contracting the three-index factors
with the orbital exponentials of exponent `s`; the energy scale `A` is nonzero. -/
def dressed (s A : ℝ) (eo : O → ℝ) (ev : V → ℝ) (B : P → O → V → ℝ) (p r : P) : ℝ :=
  ∑ i, ∑ a, B p i a * B r i a * (Real.exp (-s * ev a / A) * Real.exp (s * eo i / A))
```

## (a) Moving one finite sum past four others

Show that for any real array $G$ with a finite extra index $k$,
$$\sum_k\sum_{i}\sum_j\sum_a\sum_b G_{k,ijab}=\sum_{i}\sum_j\sum_a\sum_b\sum_k G_{k,ijab}.$$

Exchange the sums over $k$ and $i$. For each fixed $i$, exchange $k$ with $j$; then, with $i,j$ fixed, exchange $k$ with $a$, and finally $k$ with $b$. Only finitely many terms are reordered, so no convergence question arises.

Each exchange is one use of `sum_comm`, and `sum_congr` holds the outer index fixed for the next.

```lean
/-- A finite sum over an extra index can be moved inside the four orbital sums. -/
theorem sum_swap4 {K : Type*} [Fintype K] (G : K → O → O → V → V → ℝ) :
    ∑ k, ∑ i, ∑ j, ∑ a, ∑ b, G k i j a b = ∑ i, ∑ j, ∑ a, ∑ b, ∑ k, G k i j a b := by
  refine sum_comm.trans (sum_congr rfl fun i _ => ?_)
  refine sum_comm.trans (sum_congr rfl fun j _ => ?_)
  refine sum_comm.trans (sum_congr rfl fun a _ => ?_)
  exact sum_comm
```

## (b) Rescaling from $[1,R]$ to the energy range

For $A>0$, show that $|1/x-S(x)|\le\varepsilon$ for all $x\in[1,R]$ if and only if
$$\left|\frac1D-\frac{S(D/A)}{A}\right|\le\frac{\varepsilon}{A}\qquad\text{for all }D\in[A,RA].$$

Put $x=D/A$. Then $1/D=1/(Ax)$, so
$$\frac1D-\frac{S(D/A)}{A}=\frac1A\left(\frac1x-S(x)\right).$$
Since $A>0$, taking absolute values gives a factor $1/A$, and $D\in[A,RA]$ is the same as $x\in[1,R]$. Reading the identity with $D=xA$ gives the converse.

In Lean, `key` is this identity with an arbitrary number `s` for the value of $S$. The two branches after `constructor` insert $x=D/A$ and $D=xA$.

```lean
/-- For `A > 0`, accuracy `eps` for `1/x` on `[1, R]` is equivalent to accuracy `eps/A`
of the rescaled exponential sum for `1/D` on `[A, RA]`. -/
theorem isQuadrature_iff_scaled (w t : Q → ℝ) {A R eps : ℝ} (hA : 0 < A) :
    IsQuadrature w t R eps ↔
      ∀ D, A ≤ D → D ≤ R * A → |1 / D - expSum w t (D / A) / A| ≤ eps / A := by
  have key : ∀ D s : ℝ, 1 / D - s / A = (1 / (D / A) - s) / A := by
    intro D s
    rw [one_div_div, sub_div, div_div, mul_comm D A, ← div_div, div_self hA.ne']
  constructor
  · intro h D h1 h2
    rw [key, abs_div, abs_of_pos hA, div_le_div_iff_of_pos_right hA]
    exact h (D / A) ((one_le_div hA).2 h1) ((div_le_iff₀ hA).2 h2)
  · intro h x h1 h2
    have h3 := h (x * A) (by nlinarith) (mul_le_mul_of_nonneg_right h2 hA.le)
    rw [key, mul_div_cancel_right₀ _ hA.ne', abs_div, abs_of_pos hA,
      div_le_div_iff_of_pos_right hA] at h3
    exact h3
```

## (c) Collecting the orbital exponentials

Show that
$$F=\sum_{ijab}c_{ijab}\,\frac{S(D_{ijab}/A)}{A}.$$

For fixed $q$ the exponents add:
$$e^{-t_qe_a/A}e^{-t_qe_b/A}e^{t_qe_i/A}e^{t_qe_j/A}=e^{-t_qD_{ijab}/A}.$$
By (a), the sum over $q$ may be done first for each set of orbitals:
$$\sum_q c_{ijab}\frac{w_q}{A}e^{-t_qD_{ijab}/A}=\frac{c_{ijab}}{A}S(D_{ijab}/A).$$
Summing over the orbitals gives the claim. Nothing has been approximated, and the accuracy of $S$ plays no part.

The proof applies `sum_swap4`, then compares the terms one by one. The local statement `h` is the product rule above: `Real.exp_add` merges the exponentials and `ring` matches the exponents.

```lean
/-- The factorized sum is the sum of the numerators `c` times the rescaled exponential sum evaluated
at the energy denominators. -/
theorem factorizedSum_eq (w t : Q → ℝ) (A : ℝ) (eo : O → ℝ) (ev : V → ℝ)
    (c : O → O → V → V → ℝ) :
    factorizedSum w t A eo ev c =
      ∑ i, ∑ j, ∑ a, ∑ b, c i j a b * (expSum w t (gap eo ev i j a b / A) / A) := by
  unfold factorizedSum
  rw [sum_swap4]
  refine sum_congr rfl fun i _ => sum_congr rfl fun j _ =>
    sum_congr rfl fun a _ => sum_congr rfl fun b _ => ?_
  rw [expSum, sum_div, mul_sum]
  refine sum_congr rfl fun q _ => ?_
  -- the exponential of a sum of orbital energies is a product over orbitals
  have h : Real.exp (-t q * (gap eo ev i j a b / A)) =
      Real.exp (-t q * ev a / A) * Real.exp (-t q * ev b / A) *
      Real.exp (t q * eo i / A) * Real.exp (t q * eo j / A) := by
    rw [← Real.exp_add, ← Real.exp_add, ← Real.exp_add, gap]
    congr 1
    ring
  rw [h]
  ring
```

## (d) The error of the factorized sum

Assume $A>0$, accuracy $\varepsilon$ on $[1,R]$, and $A\le D_{ijab}\le RA$ for all $i,j,a,b$. Show that
$$|E-F|\le\frac{\varepsilon}{A}\sum_{ijab}|c_{ijab}|.$$

By (c),
$$E-F=\sum_{ijab}c_{ijab}\left(\frac1{D_{ijab}}-\frac{S(D_{ijab}/A)}{A}\right).$$
The triangle inequality bounds $|E-F|$ by the sum of the magnitudes of the terms. By (b), each bracket is at most $\varepsilon/A$ in magnitude, and the result follows.

The upper limit $D_{ijab}\le RA$ is needed even when $A\le D_{ijab}$ holds. Take one occupied orbital with energy $0$, one virtual orbital with energy $1$, and $c=1$, so that $D=2$. Let $A=R=1$ and $S(x)=1$, a single term of weight $1$ and exponent $0$. On $[1,1]$ this is exact, so $\varepsilon=0$. But $E=1/2$ and $F=1$, while the claimed bound would be zero.

In the formal statement `hq` is the accuracy assumption and `hD` contains both limits on the denominators. The proof uses the triangle inequality once for each orbital sum; the `calc` block then separates $|c_{ijab}|$ from the error in $1/D_{ijab}$.

```lean
/-- If the exponential sum has accuracy `eps` on `[1, R]` and all denominators lie in `[A, RA]` with
`A > 0`, the factorized sum differs from the exact one by at most `eps/A` times the summed
magnitudes of the numerators `c`. -/
theorem factorizedSum_error (w t : Q → ℝ) {A R eps : ℝ} (hA : 0 < A)
    (hq : IsQuadrature w t R eps) (eo : O → ℝ) (ev : V → ℝ) (c : O → O → V → V → ℝ)
    (hD : ∀ i j a b, A ≤ gap eo ev i j a b ∧ gap eo ev i j a b ≤ R * A) :
    |exactSum eo ev c - factorizedSum w t A eo ev c| ≤
      eps / A * ∑ i, ∑ j, ∑ a, ∑ b, |c i j a b| := by
  rw [factorizedSum_eq]
  simp only [exactSum, ← sum_sub_distrib, mul_sum]
  -- triangle inequality in each of the four orbital sums
  refine (abs_sum_le_sum_abs _ _).trans (sum_le_sum fun i _ => ?_)
  refine (abs_sum_le_sum_abs _ _).trans (sum_le_sum fun j _ => ?_)
  refine (abs_sum_le_sum_abs _ _).trans (sum_le_sum fun a _ => ?_)
  refine (abs_sum_le_sum_abs _ _).trans (sum_le_sum fun b _ => ?_)
  have h := (isQuadrature_iff_scaled w t hA).1 hq _ (hD i j a b).1 (hD i j a b).2
  calc |c i j a b / gap eo ev i j a b
          - c i j a b * (expSum w t (gap eo ev i j a b / A) / A)|
      = |1 / gap eo ev i j a b - expSum w t (gap eo ev i j a b / A) / A|
          * |c i j a b| := by
        rw [← abs_mul]
        congr 1
        ring
    _ ≤ eps / A * |c i j a b| := mul_le_mul_of_nonneg_right h (abs_nonneg _)
```

## (e) Squared integrals and dressed matrices

For $c_{ijab}=(ia|jb)^2$, show that
$$F=\sum_q\frac{w_q}{A}\sum_{pr}M_{pr}(t_q)^2.$$

Write $g_{ia}=e^{-t_qe_a/A}e^{t_qe_i/A}$ for fixed $q$. The four orbital exponentials are $g_{ia}g_{jb}$, and
$$(ia|jb)^2=\sum_{pr}B_{p,ia}B_{p,jb}B_{r,ia}B_{r,jb}.$$
The orbital sums therefore separate:
$$\sum_{ijab}(ia|jb)^2g_{ia}g_{jb}=\sum_{pr}\Big(\sum_{ia}B_{p,ia}B_{r,ia}g_{ia}\Big)\Big(\sum_{jb}B_{p,jb}B_{r,jb}g_{jb}\Big).$$
Both brackets equal $M_{pr}(t_q)$. Multiplying by $w_q/A$ and summing over $q$ completes the derivation.

In a closed-shell density-fitted calculation with real canonical spatial orbitals, the opposite-spin MP2 energy is $-\sum_{ijab}(ia|jb)^2/D_{ijab}$. Replacing the exact sum by $F$ gives an approximation that can be evaluated as follows: for each $q$, multiply $B_{p,ia}$ by $\sqrt{g_{ia}}$, form the product of the resulting matrix with its transpose, square and sum the entries, and add the result with weight $-w_q/A$. For a fixed number of exponentials the work grows as the fourth power of system size with dense matrices, against the fifth for assembling all $(ia|jb)$ from the same factors.

The Lean proof runs from the other side: `hsq` expands the square of each dressed entry into four orbital sums, `hswap` moves the auxiliary sums inside them, and `ring` compares the terms.

```lean
/-- For squared integrals `(ia|jb)²` built from three-index factors, the factorized sum
is a weighted sum of squared entries of the dressed auxiliary matrices. -/
theorem factorizedSum_eri_sq (w t : Q → ℝ) (A : ℝ) (eo : O → ℝ) (ev : V → ℝ)
    (B : P → O → V → ℝ) :
    factorizedSum w t A eo ev (fun i j a b => eri B i a j b ^ 2) =
      ∑ q, w q / A * ∑ p, ∑ r, dressed (t q) A eo ev B p r ^ 2 := by
  have hsq : ∀ f : O → V → ℝ,
      (∑ i, ∑ a, f i a) ^ 2 = ∑ i, ∑ j, ∑ a, ∑ b, f i a * f j b := by
    intro f
    rw [sq, sum_mul_sum]
    exact sum_congr rfl fun i _ => sum_congr rfl fun j _ => sum_mul_sum _ _ _ _
  simp only [factorizedSum]
  refine sum_congr rfl fun q _ => ?_
  -- bring the auxiliary sums inside the orbital sums
  have hswap : ∀ G : P → O → O → V → V → ℝ,
      ∑ p, ∑ i, ∑ j, ∑ a, ∑ b, G p i j a b =
        ∑ i, ∑ j, ∑ a, ∑ b, ∑ p, G p i j a b := fun G => sum_swap4 G
  simp only [dressed, hsq, hswap]
  rw [mul_sum]
  refine sum_congr rfl fun i _ => ?_
  rw [mul_sum]
  refine sum_congr rfl fun j _ => ?_
  rw [mul_sum]
  refine sum_congr rfl fun a _ => ?_
  rw [mul_sum]
  refine sum_congr rfl fun b _ => ?_
  rw [eri, sq, sum_mul_sum]
  simp only [mul_sum, sum_mul]
  refine sum_congr rfl fun p _ => sum_congr rfl fun r _ => ?_
  ring
```

## (f) A bound from the orbital band edges

Let $e_{\min}\le e_i\le e_H$ and $e_L\le e_a\le e_{\max}$ with $\Delta=e_L-e_H>0$. Suppose $S$ has accuracy $\varepsilon$ up to $R=(e_{\max}-e_{\min})/\Delta$. Show that, with $A=2\Delta$ in the dressed matrices,
$$\left|\sum_{ijab}\frac{(ia|jb)^2}{D_{ijab}}-\sum_q\frac{w_q}{2\Delta}\sum_{pr}M_{pr}(t_q)^2\right|\le\frac{\varepsilon}{2\Delta}\sum_{ijab}(ia|jb)^2.$$

The band edges give
$$2\Delta\le D_{ijab}\le2(e_{\max}-e_{\min})=RA.$$
So (d) applies with $c_{ijab}=(ia|jb)^2$, whose absolute value is itself, and (e) rewrites $F$.

In the calculation described above, $e_H$ and $e_L$ are the HOMO and LUMO energies, while $e_{\min}$ and $e_{\max}$ are the lowest and highest orbital energies in the correlated set. The integrals here are the fitted ones; their deviation from the true Coulomb integrals is a separate error that the hypotheses do not control.

The proof obtains the two limits by `linarith`, with `hR` evaluating $RA$, and then substitutes `factorizedSum_eri_sq` into the general bound.

```lean
/-- Let the occupied energies lie in `[eMin, eH]` and the virtual ones in `[eL, eMax]`,
with `eH < eL`. A quadrature of accuracy `eps` up to `R = (eMax - eMin)/(eL - eH)` gives
the sum of `(ia|jb)²/D` from dressed matrices to within `eps/(2(eL - eH))` times the
sum of `(ia|jb)²`. -/
theorem oppositeSpin_error (w t : Q → ℝ) {eMin eH eL eMax eps : ℝ} (hgap : eH < eL)
    (hq : IsQuadrature w t ((eMax - eMin) / (eL - eH)) eps)
    (eo : O → ℝ) (ev : V → ℝ) (B : P → O → V → ℝ)
    (ho : ∀ i, eMin ≤ eo i ∧ eo i ≤ eH) (hv : ∀ a, eL ≤ ev a ∧ ev a ≤ eMax) :
    |exactSum eo ev (fun i j a b => eri B i a j b ^ 2) -
        ∑ q, w q / (2 * (eL - eH)) *
          ∑ p, ∑ r, dressed (t q) (2 * (eL - eH)) eo ev B p r ^ 2| ≤
      eps / (2 * (eL - eH)) * ∑ i, ∑ j, ∑ a, ∑ b, eri B i a j b ^ 2 := by
  have hg : 0 < eL - eH := sub_pos.2 hgap
  have hne : eL - eH ≠ 0 := hg.ne'
  have hR : (eMax - eMin) / (eL - eH) * (2 * (eL - eH)) = 2 * (eMax - eMin) := by
    field_simp
  have h := factorizedSum_error w t (A := 2 * (eL - eH)) (by linarith) hq eo ev
    (fun i j a b => eri B i a j b ^ 2) (by
      intro i j a b
      rw [hR, gap]
      constructor
      · linarith [(ho i).2, (ho j).2, (hv a).1, (hv b).1]
      · linarith [(ho i).1, (ho j).1, (hv a).2, (hv b).2])
  rw [factorizedSum_eri_sq] at h
  simpa only [abs_sq] using h
```

## (g) A single exponential with a known error

Show that $S(x)=e\cdot e^{-x}=e^{1-x}$ satisfies
$$\left|\frac1x-e^{1-x}\right|\le(R-1)^2\qquad\text{for }1\le x\le R.$$

Use $e^y\ge1+y$ twice. With $y=1-x$ it gives $e^{1-x}\ge2-x$. With $y=x-1$ it gives $e^{x-1}\ge x$, hence $e^{1-x}\le1/x$. Therefore
$$0\le\frac1x-e^{1-x}\le\frac1x-2+x=\frac{(x-1)^2}{x}\le(x-1)^2\le(R-1)^2.$$

The accuracy assumption can thus be met explicitly. At $R=1.1$ the error is at most $0.01$, but for wide energy ranges this bound is too weak to be useful.

The one-element type `Unit` labels the single exponential. The steps `hlow` and `hup` are the two exponential estimates; `hinv` bounds $1/x$ by $2-x+(x-1)^2$, which after multiplication by $x$ reduces to $(x-1)^3\ge0$.

```lean
/-- The single exponential `exp(1 - x)`, with weight `e` and exponent `1`, reproduces
`1/x` on `[1, R]` to within `(R - 1)²`. -/
theorem isQuadrature_witness (R : ℝ) :
    IsQuadrature (fun _ : Unit => Real.exp 1) (fun _ => 1) R ((R - 1) ^ 2) := by
  intro x h1 h2
  have hx : 0 < x := by linarith
  have he : expSum (fun _ : Unit => Real.exp 1) (fun _ => 1) x = Real.exp (1 - x) := by
    simp only [expSum, univ_unique, sum_singleton]
    rw [← Real.exp_add]
    congr 1
    ring
  have hlow := Real.add_one_le_exp (1 - x)
  have hup : Real.exp (1 - x) ≤ 1 / x := by
    rw [le_div_iff₀ hx]
    calc Real.exp (1 - x) * x ≤ Real.exp (1 - x) * Real.exp (x - 1) :=
          mul_le_mul_of_nonneg_left (by linarith [Real.add_one_le_exp (x - 1)])
            (Real.exp_pos _).le
      _ = 1 := by
          rw [← Real.exp_add, show 1 - x + (x - 1) = 0 by ring, Real.exp_zero]
  have hinv : 1 / x ≤ 2 - x + (x - 1) ^ 2 := by
    rw [div_le_iff₀ hx]
    nlinarith [pow_nonneg (sub_nonneg.2 h1) 3]
  have hmono : (x - 1) ^ 2 ≤ (R - 1) ^ 2 :=
    pow_le_pow_left₀ (by linarith) (by linarith) 2
  rw [he, abs_le]
  constructor
  · linarith [sq_nonneg (R - 1)]
  · linarith

end

end LaplaceDenominators
```

```lean
#print axioms LaplaceDenominators.factorizedSum_error
#print axioms LaplaceDenominators.oppositeSpin_error
```

```
'LaplaceDenominators.factorizedSum_error' depends on axioms: [propext, Classical.choice, Quot.sound]
'LaplaceDenominators.oppositeSpin_error' depends on axioms: [propext, Classical.choice, Quot.sound]
```
